# A correlation energy $l^kC$ under density scaling by $l$, with $C<0$ and $k<2$, is concave in the coupling exactly when $k\le 1$

## Question

To test an approximate correlation functional, I evaluate it on uniformly scaled densities $n_l(\mathbf r)=l^3n(l\mathbf r)$ and read an exponent $k$ off a log-log plot of the energy magnitudes against $l$. Suppose the energies follow $l^kC$ with $C<0$ and $k<2$. I would then accept the exponent only if $k\le 1$, because otherwise the energy at coupling strength $s$, which is $s^{2-k}C$, is not concave in $s$, and the kinetic part of correlation, $(k-1)C$, is negative. Can this criterion be made rigorous and machine-checked, starting from the scaling relations?

## Answer

Yes. If the correlation energy is $l^kC$ at all scales $l>0$, with $C<0$ and $k<2$, then concavity in $s$ and a nonnegative kinetic part are each equivalent to $k\le 1$. The two closed forms follow from the scaling and virial relations. The exact correlation energy at fixed density is concave in the coupling, because it is a minimum of functions linear in $s$ minus another linear function. Its kinetic part is nonnegative, because the non-interacting reference has the least kinetic energy at that density. Given these two facts, which are not proved in the file, the criterion can rule out exponents for an approximate functional, as far as its energies follow one such power.

### From the power law to the sign of $k-1$

Fix a density $n$ and let $e(l)$ be the correlation energy of $n_l$. Multiply the electron repulsion by a coupling $s>0$ while the density stays $n$. The correlation energy at coupling $s$ and the kinetic part of correlation at full coupling, $s=1$, are

$$G(s)=s^2e(1/s),\qquad T_c=e'(1)-e(1).$$

Differentiating $G$ gives $G'(s)=2s\,e(1/s)-e'(1/s)$, so $G'(1)=2e(1)-e'(1)=e(1)-T_c$. The slope at full coupling is the correlation energy without its kinetic part.

Now let $e(l)=l^kC$ for $l>0$. Then

$$G(s)=s^2s^{-k}C=s^{2-k}C,\qquad T_c=kC-C=(k-1)C.$$

Since $C<0$, $T_c\ge 0$ holds exactly when $k\le 1$.

For concavity, put $p=2-k>0$. The second derivative of $s^p$ is $p(p-1)s^{p-2}$.

- If $k\le 1$, then $p\ge 1$ and $s^p$ is convex. Multiplication by $C<0$ makes $G$ concave.
- If $1<k<2$, then $0<p<1$ and $s^p$ is strictly concave, so $2^p>\tfrac12(1^p+3^p)$. Multiplication by $C$ gives $G(2)<\tfrac12\bigl(G(1)+G(3)\bigr)$, which contradicts concavity.

For $k\ge 2$ concavity is no longer equivalent to $k\le 1$ or to $T_c\ge 0$. Then $p\le 0$, and $s^p=e^{p\ln s}$ is convex, because $p\ln s$ is convex and the exponential is increasing and convex. So $G$ is concave, yet $T_c=(k-1)C<0$.

The bound $k<2$ also has a physical meaning. As $s\to0^+$, $G(s)$ tends to $0$ if $k<2$, equals $C$ if $k=2$, and tends to $-\infty$ if $k>2$. Correlation thus disappears with the interaction exactly when $k<2$.

### What the Lean statements say

The function `e : ℝ → ℝ` stands for the correlation energy along the scaled densities, and `ScalesWithDegree e k C` imposes the power law only for `0 < l`. The definitions `couplingEnergy` and `kineticPart` are $G$ and $T_c$. `ConcaveOn ℝ (Ioi 0)` means concavity over all strictly positive couplings.

The main theorem, `concave_iff_degree_le_one`, assumes the power law, `C < 0` and `k < 2`. It states that concavity is equivalent to `k ≤ 1`, and also to `0 ≤ kineticPart e`. The hypothesis `C < 0` says that correlation lowers the energy of the unscaled density, since $e(1)=C$.

Densities and wavefunctions do not appear. The scaling and virial relations enter as definitions and are not derived from a many-electron Hamiltonian. A single exponent at all scales is an idealisation.

```lean
import Mathlib

open Set Filter Topology

namespace CorrelationScalingDegree

noncomputable section

/-- The correlation energy `e l` at every density scale `l > 0` is the power law `l ^ k * C`. -/
def ScalesWithDegree (e : ℝ → ℝ) (k C : ℝ) : Prop :=
  ∀ l : ℝ, 0 < l → e l = l ^ k * C

/-- The correlation energy at coupling strength `s`, obtained from the full-coupling energy
of the density scaled by `1 / s`. -/
def couplingEnergy (e : ℝ → ℝ) (s : ℝ) : ℝ := s ^ 2 * e s⁻¹

/-- The kinetic part of the correlation energy, given by the virial relation as the slope
of the energy under density scaling minus the energy itself. -/
def kineticPart (e : ℝ → ℝ) : ℝ := deriv e 1 - e 1

/-- If `e` is differentiable at 1, the slope of the coupling energy at full coupling is the
correlation energy minus its kinetic part. -/
theorem hasDerivAt_couplingEnergy {e : ℝ → ℝ} (he : DifferentiableAt ℝ e 1) :
    HasDerivAt (couplingEnergy e) (e 1 - kineticPart e) 1 := by
  have hinv := hasDerivAt_inv (one_ne_zero : (1 : ℝ) ≠ 0)
  have he' : HasDerivAt e (deriv e 1) ((1 : ℝ)⁻¹) := by
    rw [inv_one]
    exact he.hasDerivAt
  have hc := he'.comp (1 : ℝ) hinv
  -- product rule for the prefactor and the scaled energy
  refine HasDerivAt.congr_deriv ((hasDerivAt_pow 2 (1 : ℝ)).mul hc) ?_
  simp only [kineticPart, inv_one, one_pow]
  push_cast
  ring

/-- For correlation of scaling degree `k`, the coupling energy at `s > 0` is `s ^ (2 - k) * C`. -/
theorem couplingEnergy_eq {e : ℝ → ℝ} {k C : ℝ} (h : ScalesWithDegree e k C)
    {s : ℝ} (hs : 0 < s) : couplingEnergy e s = s ^ (2 - k) * C := by
  rw [couplingEnergy, h _ (inv_pos.mpr hs), Real.inv_rpow hs.le, Real.rpow_sub hs,
    Real.rpow_two]
  ring

/-- For correlation of scaling degree `k`, the kinetic part is `(k - 1) * C`. -/
theorem kineticPart_eq {e : ℝ → ℝ} {k C : ℝ} (h : ScalesWithDegree e k C) :
    kineticPart e = (k - 1) * C := by
  have h1 := (Real.hasDerivAt_rpow_const (x := 1) (p := k) (Or.inl one_ne_zero)).mul_const C
  rw [Real.one_rpow, mul_one] at h1
  have h2 : HasDerivAt e (k * C) 1 := by
    refine h1.congr_of_eventuallyEq ?_
    filter_upwards [Ioi_mem_nhds (zero_lt_one : (0 : ℝ) < 1)] with l hl using h l hl
  rw [kineticPart, h2.deriv, h 1 zero_lt_one, Real.one_rpow]
  ring

/-- For correlation of scaling degree `k`, if the power `s ^ (2 - k)` is convex on positive
couplings and `C` is not positive, the coupling energy is concave there. -/
theorem concaveOn_of_convexOn_rpow {e : ℝ → ℝ} {k C : ℝ} (h : ScalesWithDegree e k C)
    (hC : C ≤ 0) (hp : ConvexOn ℝ (Ioi 0) (fun s : ℝ => s ^ (2 - k))) :
    ConcaveOn ℝ (Ioi 0) (couplingEnergy e) := by
  refine ⟨convex_Ioi 0, fun x hx y hy a b ha hb hab => ?_⟩
  have h1 := hp.2 hx hy ha hb hab
  have hz : 0 < a • x + b • y := convex_Ioi (0 : ℝ) hx hy ha hb hab
  rw [couplingEnergy_eq h hx, couplingEnergy_eq h hy, couplingEnergy_eq h hz]
  simp only [smul_eq_mul] at h1 ⊢
  have h2 := mul_le_mul_of_nonpos_right h1 hC
  linarith

/-- For negative correlation energy of scaling degree `k < 2`, the coupling energy is concave
exactly when `k ≤ 1`, and exactly when the kinetic part of correlation is nonnegative. -/
theorem concave_iff_degree_le_one {e : ℝ → ℝ} {k C : ℝ} (h : ScalesWithDegree e k C)
    (hC : C < 0) (hk : k < 2) :
    (ConcaveOn ℝ (Ioi 0) (couplingEnergy e) ↔ k ≤ 1) ∧
      (ConcaveOn ℝ (Ioi 0) (couplingEnergy e) ↔ 0 ≤ kineticPart e) := by
  have main : ConcaveOn ℝ (Ioi 0) (couplingEnergy e) ↔ k ≤ 1 := by
    constructor
    · intro hc
      by_contra hlt
      have hk1 : 1 < k := not_le.mp hlt
      have m : (1 / 2 : ℝ) • (1 : ℝ) + (1 / 2 : ℝ) • (3 : ℝ) = 2 := by norm_num
      have hh : (0 : ℝ) < 1 / 2 := by norm_num
      have hs : (1 / 2 : ℝ) + 1 / 2 = 1 := by norm_num
      -- compare coupling 2 with the average of couplings 1 and 3
      have h1 := (Real.strictConcaveOn_rpow (p := 2 - k) (by linarith) (by linarith)).2
        (show (1 : ℝ) ∈ Ici 0 by simp) (show (3 : ℝ) ∈ Ici 0 by simp)
        (by norm_num) hh hh hs
      have h2 := hc.2 (show (1 : ℝ) ∈ Ioi 0 by simp) (show (3 : ℝ) ∈ Ioi 0 by simp)
        hh.le hh.le hs
      rw [m] at h1 h2
      rw [couplingEnergy_eq h (by norm_num : (0 : ℝ) < 1),
        couplingEnergy_eq h (by norm_num : (0 : ℝ) < 3),
        couplingEnergy_eq h (by norm_num : (0 : ℝ) < 2)] at h2
      simp only [smul_eq_mul] at h1 h2
      have h3 := mul_lt_mul_of_neg_right h1 hC
      linarith
    · intro hk1
      exact concaveOn_of_convexOn_rpow h hC.le
        ((convexOn_rpow (by linarith)).subset Ioi_subset_Ici_self (convex_Ioi 0))
  refine ⟨main, main.trans ?_⟩
  -- the sign of (k - 1) * C is opposite to that of k - 1
  rw [kineticPart_eq h]
  constructor
  · intro hk1
    exact mul_nonneg_of_nonpos_of_nonpos (by linarith) hC.le
  · intro hT
    by_contra hlt
    have h1 : 0 < k - 1 := by linarith [not_le.mp hlt]
    linarith [mul_neg_of_pos_of_neg h1 hC]

/-- For negative correlation energy of scaling degree `k ≥ 2`, the coupling energy is concave on
positive couplings, although the kinetic part is negative. -/
theorem concave_with_negative_kineticPart {e : ℝ → ℝ} {k C : ℝ}
    (h : ScalesWithDegree e k C) (hC : C < 0) (hk : 2 ≤ k) :
    ConcaveOn ℝ (Ioi 0) (couplingEnergy e) ∧ kineticPart e < 0 := by
  constructor
  · refine concaveOn_of_convexOn_rpow h hC.le
      ⟨convex_Ioi 0, fun x hx y hy a b ha hb hab => ?_⟩
    have hz : 0 < a • x + b • y := convex_Ioi (0 : ℝ) hx hy ha hb hab
    -- a nonpositive power is the exponential of a convex function
    have h1 := strictConcaveOn_log_Ioi.concaveOn.2 hx hy ha hb hab
    have h2 := convexOn_exp.2 (mem_univ (Real.log x * (2 - k)))
      (mem_univ (Real.log y * (2 - k))) ha hb hab
    have h3 := mul_le_mul_of_nonpos_right h1 (by linarith : 2 - k ≤ 0)
    change (a • x + b • y) ^ (2 - k) ≤ a • x ^ (2 - k) + b • y ^ (2 - k)
    rw [Real.rpow_def_of_pos hz, Real.rpow_def_of_pos hx, Real.rpow_def_of_pos hy]
    refine le_trans (Real.exp_le_exp.mpr ?_) h2
    simp only [smul_eq_mul] at h3 ⊢
    linarith
  · rw [kineticPart_eq h]
    exact mul_neg_of_pos_of_neg (by linarith) hC

/-- For negative correlation energy of scaling degree `k`, the coupling energy vanishes as the
coupling is switched off exactly when `k < 2`. -/
theorem tendsto_zero_iff_degree_lt_two {e : ℝ → ℝ} {k C : ℝ}
    (h : ScalesWithDegree e k C) (hC : C < 0) :
    Tendsto (couplingEnergy e) (𝓝[>] 0) (𝓝 0) ↔ k < 2 := by
  constructor
  · intro hlim
    by_contra hlt
    have hk : 2 ≤ k := not_lt.mp hlt
    -- below full coupling the energy stays at or below C
    have hev : ∀ᶠ s in 𝓝[>] (0 : ℝ), couplingEnergy e s ≤ C := by
      filter_upwards [Ioo_mem_nhdsGT (zero_lt_one : (0 : ℝ) < 1)] with s hs
      rw [couplingEnergy_eq h hs.1]
      have h1 := Real.one_le_rpow_of_pos_of_le_one_of_nonpos hs.1 hs.2.le
        (by linarith : 2 - k ≤ 0)
      have h2 := mul_le_mul_of_nonpos_right h1 hC.le
      linarith
    linarith [le_of_tendsto hlim hev]
  · intro hk
    have h1 : Tendsto (fun s : ℝ => s ^ (2 - k)) (𝓝 0) (𝓝 ((0 : ℝ) ^ (2 - k))) :=
      (Real.continuousAt_rpow_const 0 (2 - k) (Or.inr (by linarith))).tendsto
    rw [Real.zero_rpow (by linarith : 2 - k ≠ 0)] at h1
    have h2 := (h1.mul_const C).mono_left (nhdsWithin_le_nhds (s := Ioi (0 : ℝ)))
    rw [zero_mul] at h2
    refine h2.congr' ?_
    filter_upwards [self_mem_nhdsWithin] with s hs
    exact (couplingEnergy_eq h hs).symm

end

end CorrelationScalingDegree
```

```lean
#print axioms CorrelationScalingDegree.hasDerivAt_couplingEnergy
#print axioms CorrelationScalingDegree.concave_iff_degree_le_one
#print axioms CorrelationScalingDegree.concave_with_negative_kineticPart
#print axioms CorrelationScalingDegree.tendsto_zero_iff_degree_lt_two
```

```
'CorrelationScalingDegree.hasDerivAt_couplingEnergy' depends on axioms: [propext, Classical.choice, Quot.sound]
'CorrelationScalingDegree.concave_iff_degree_le_one' depends on axioms: [propext, Classical.choice, Quot.sound]
'CorrelationScalingDegree.concave_with_negative_kineticPart' depends on axioms: [propext, Classical.choice, Quot.sound]
'CorrelationScalingDegree.tendsto_zero_iff_degree_lt_two' depends on axioms: [propext, Classical.choice, Quot.sound]
```

### How the proof follows the calculation

`hasDerivAt_couplingEnergy` proves the slope formula for any `e` differentiable at 1: `comp` supplies the chain rule for $e(1/s)$, and `mul` the product rule with $s^2$.

`couplingEnergy_eq` combines the powers of $s$. `kineticPart_eq` differentiates $l^kC$ at 1 and transfers the derivative to `e`, which agrees with the power law near 1.

`concaveOn_of_convexOn_rpow` multiplies the convexity inequality for $s^{2-k}$ by the nonpositive number $C$, which reverses it.

In the main theorem, the direction from concavity to `k ≤ 1` assumes $k>1$ and applies `Real.strictConcaveOn_rpow` at couplings 1 and 3 with equal weights. After multiplication by $C$, `linarith` finds the contradiction with concavity of $G$ at coupling 2. The other direction uses `convexOn_rpow`, restricted to positive couplings. The second equivalence then follows from the sign of $(k-1)C$.

`concave_with_negative_kineticPart` treats $k\ge2$. It multiplies the concavity inequality for the logarithm by $2-k\le0$ and then uses that the exponential is increasing and convex.

`tendsto_zero_iff_degree_lt_two` covers the switched-off limit. For $k\ge2$, $G(s)\le C$ whenever $0<s<1$, so a limit of zero would force $0\le C$. For $k<2$, continuity of the power at zero gives the limit.

### Couplings up to 1, and energies without a power law

The model could require concavity only on $0<s\le1$, the range between the non-interacting and the fully interacting system. The threshold would stay at $k\le1$, but the test points would have to move, for instance to $1/3$, $2/3$ and $1$.

The slope formula also gives a neighbouring inequality that needs no power law. Suppose $e$ is differentiable at 1, and $G$ is concave and vanishes as $s\to0^+$. A concave function lies below its tangent, so $G(s)\le G(1)+G'(1)(s-1)$. Letting $s\to0^+$ gives $0\le G(1)-G'(1)=T_c$. This variant and the restricted coupling range are argued here in prose only and are not theorems of the file.
